# Orbital energies of the open Hückel chain and their derivatives with respect to the hopping

Suppose that the derivative of an orbital energy with respect to the hopping $t$ is taken numerically, by sorting the eigenvalues at $t=\pm h$ and subtracting. For two sites with on-site energy zero the levels are $t$ and $-t$, so the lower one is $-|t|$. The central difference at $t=0$ is then zero, although the two smooth branches have slopes $1$ and $-1$. Sorting has exchanged the branches. Labelling each level by its standing wave avoids this, and the slope can be read from the amplitudes of that wave.

## Standing waves and their bond sums

Take $N\ge 1$ sites in a row, with real hopping $t$ between neighbours and on-site energy zero. For $k\in\{1,\dots,N\}$ put
$$\theta=\frac{k\pi}{N+1},\qquad c_j=\sqrt{\frac{2}{N+1}}\,\sin(j\theta),\qquad B=\sum_{j=1}^{N-1}c_jc_{j+1}.$$
The claim is that $c=(c_1,\dots,c_N)$ is a unit eigenvector of the Hamiltonian $H(t)$ with eigenvalue $E(t)=2t\cos\theta$, and that $dE/dt=2B$.

**Eigenvalue.** The formula for $c_j$ gives $c_0=c_{N+1}=0$, so the end sites obey the same equation as the others:
$$(Hc)_j=t(c_{j-1}+c_{j+1})=2t\cos\theta\,c_j .$$
The second equality is $\sin(j\theta-\theta)+\sin(j\theta+\theta)=2\sin(j\theta)\cos\theta$.

**Norm.** Since $2\sin^2(j\theta)=1-\cos(2j\theta)$,
$$4\sin\theta\,\sin^2(j\theta)=2\sin\theta-\big[\sin((2j+1)\theta)-\sin((2j-1)\theta)\big].$$
Summing over $j=1,\dots,N$ telescopes the bracket:
$$4\sin\theta\sum_{j=1}^N\sin^2(j\theta)=(2N+1)\sin\theta-\sin((2N+1)\theta).$$
Here $(2N+1)\theta=2k\pi-\theta$, so the right side is $(2N+2)\sin\theta$. As $0<\theta<\pi$, we may divide by $\sin\theta$. The sum is $(N+1)/2$, and $c$ has norm one.

**Derivative.** Each bond is counted from both of its ends, so
$$c^{T}Hc=t\sum_{j=1}^N c_j(c_{j-1}+c_{j+1})=2tB.$$
The left side is also $2t\cos\theta$, because $c$ is a unit eigenvector. At $t=1$ this gives $B=\cos\theta$, hence $dE/dt=2\cos\theta=2B$.

This is the Hellmann-Feynman formula $dE/dt=c^{T}(dH/dt)\,c$ in a case where the eigenvector does not depend on the parameter. The general theorem also deals with eigenvectors that change, whose contribution cancels by normalisation; that cancellation is not needed here.

For one site, $c_1=1$, $E=0$ and the bond sum is empty. For two sites and $k=1$, both amplitudes are $1/\sqrt2$, so $B=1/2$ and $E=t$ has slope $1$.

The range of $k$ matters. With $N=1$ and $k=2$ the amplitude is $\sin\pi=0$, so the vector is zero and so is $B$, while the energy formula gives $-2t$, with slope $-2$. The only eigenvalue of the single site is $0$.

## The chain in Lean

```lean
import Mathlib

open Matrix Finset

namespace OpenChainBondDerivative

noncomputable section
```

The Hamiltonian is a real $N\times N$ matrix whose indices start at zero. Its entry is `t` when the two indices differ by one, and zero otherwise.

```lean
/-- The Hamiltonian of the open `N`-site chain with hopping `t` between neighbouring sites. -/
def chainH (N : ℕ) (t : ℝ) : Matrix (Fin N) (Fin N) ℝ :=
  Matrix.of fun i j => if (i : ℕ) + 1 = j ∨ (j : ℕ) + 1 = i then t else 0
```

Amplitudes are functions of the site number, defined for every natural number, which makes the fictitious sites $0$ and $N+1$ available.

```lean
/-- The amplitude of the `k`-th standing wave at site number `j`. -/
def orbital (N k j : ℕ) : ℝ :=
  √(2 / ((N : ℝ) + 1)) * Real.sin ((j : ℝ) * k * Real.pi / ((N : ℝ) + 1))
```

`siteVec` restricts such a function to the chain: matrix index $i$ carries the amplitude of site $i+1$.

```lean
/-- The vector of amplitudes on the sites `1, ..., N`; matrix index `i` is site `i + 1`. -/
def siteVec (N : ℕ) (f : ℕ → ℝ) : Fin N → ℝ := fun i => f ((i : ℕ) + 1)
```

The energy is defined by its formula; that it is an eigenvalue is proved below.

```lean
/-- The energy of the `k`-th standing wave as a function of the hopping. -/
def energy (N k : ℕ) (t : ℝ) : ℝ :=
  2 * t * Real.cos ((k : ℝ) * Real.pi / ((N : ℝ) + 1))
```

The interval `Ico 1 N` contains $1,\dots,N-1$, one number for each bond.

```lean
/-- The sum of the products of amplitudes over the `N - 1` bonds of the chain. -/
def bondSum (N : ℕ) (f : ℕ → ℝ) : ℝ := ∑ j ∈ Ico 1 N, f j * f (j + 1)
```

## Neighbours and bonds

The first lemma is the row equation $(Hf)_j=t(f_{j-1}+f_{j+1})$ with $j=i+1$, for any amplitudes that vanish at both fictitious sites. The proof splits each matrix row into a right-neighbour and a left-neighbour term. Where a neighbour is a fictitious site, its term is missing from the matrix, and the boundary condition supplies the zero.

```lean
/-- On amplitudes that vanish just outside the chain, the Hamiltonian gives at each site the
hopping times the sum of the two neighbouring amplitudes. -/
theorem chainH_mulVec {N : ℕ} (t : ℝ) (f : ℕ → ℝ) (h0 : f 0 = 0) (hN : f (N + 1) = 0)
    (i : Fin N) : (chainH N t *ᵥ siteVec N f) i = t * (f i + f ((i : ℕ) + 2)) := by
  have e : ∀ j : Fin N, chainH N t i j * f ((j : ℕ) + 1) =
      (if (j : ℕ) = (i : ℕ) + 1 then t * f ((j : ℕ) + 1) else 0) +
      (if (j : ℕ) + 1 = (i : ℕ) then t * f ((j : ℕ) + 1) else 0) := by
    intro j
    simp only [chainH, Matrix.of_apply]
    split_ifs <;> first | (exfalso; omega) | simp
  -- the right neighbour; at the last site it is the fictitious site `N + 1`
  have h1 : ∑ j ∈ range N, (if j = (i : ℕ) + 1 then t * f (j + 1) else 0)
      = t * f ((i : ℕ) + 2) := by
    rw [Finset.sum_ite_eq']
    split_ifs with h
    · rfl
    · have h2 : (i : ℕ) + 2 = N + 1 := by
        have := i.isLt
        simp only [Finset.mem_range] at h
        omega
      rw [h2, hN, mul_zero]
  -- the left neighbour; at the first site it is the fictitious site `0`
  have h2 : ∀ m : ℕ, m < N →
      ∑ j ∈ range N, (if j + 1 = m then t * f (j + 1) else 0) = t * f m := by
    intro m hm
    cases m with
    | zero => simp [h0]
    | succ m =>
      rw [Finset.sum_eq_single m]
      · simp
      · intro b _ hb
        exact if_neg (by omega)
      · intro h
        exact absurd (Finset.mem_range.2 (by omega)) h
  change ∑ j : Fin N, chainH N t i j * f ((j : ℕ) + 1) = _
  rw [Finset.sum_congr rfl (fun j _ => e j), Finset.sum_add_distrib,
    Fin.sum_univ_eq_sum_range (fun j => if j = (i : ℕ) + 1 then t * f (j + 1) else 0) N,
    Fin.sum_univ_eq_sum_range (fun j => if j + 1 = (i : ℕ) then t * f (j + 1) else 0) N,
    h1, h2 i i.isLt]
  ring
```

The next lemma is $f^{T}Hf=2tB$, with $B$ now the bond sum of $f$. No normalisation is needed. Steps `s3` and `s4` insert the row equation and separate the two neighbour sums; `s1` and `s2` use the boundary values to show that each equals the bond sum.

```lean
/-- For amplitudes that vanish just outside the chain, the quadratic form of the Hamiltonian is
twice the hopping times the bond sum. -/
theorem expectation_eq_bondSum (N : ℕ) (t : ℝ) (f : ℕ → ℝ) (h0 : f 0 = 0)
    (hN : f (N + 1) = 0) :
    siteVec N f ⬝ᵥ (chainH N t *ᵥ siteVec N f) = 2 * t * bondSum N f := by
  cases N with
  | zero => simp [bondSum, dotProduct]
  | succ M =>
    have hN' : f (M + 2) = 0 := hN
    have hb : bondSum (M + 1) f = ∑ j ∈ range M, f (j + 1) * f (j + 2) := by
      rw [bondSum, Finset.sum_Ico_eq_sum_range]
      refine Finset.sum_congr (by simp) fun j _ => ?_
      rw [add_comm 1 j]
    -- each bond is counted once from its left end and once from its right end
    have s1 : ∑ j ∈ range (M + 1), f j * f (j + 1) = ∑ j ∈ range M, f (j + 1) * f (j + 2) :=
      (Finset.sum_range_succ' (fun j => f j * f (j + 1)) M).trans (by simp [h0])
    have s2 : ∑ j ∈ range (M + 1), f (j + 1) * f (j + 2)
        = ∑ j ∈ range M, f (j + 1) * f (j + 2) := by
      rw [Finset.sum_range_succ, hN', mul_zero, add_zero]
    have s3 : siteVec (M + 1) f ⬝ᵥ (chainH (M + 1) t *ᵥ siteVec (M + 1) f)
        = ∑ j ∈ range (M + 1), f (j + 1) * (t * (f j + f (j + 2))) := by
      rw [← Fin.sum_univ_eq_sum_range (fun j => f (j + 1) * (t * (f j + f (j + 2)))) (M + 1)]
      simp only [dotProduct]
      refine Finset.sum_congr rfl fun i _ => ?_
      rw [chainH_mulVec t f h0 hN i]
      rfl
    have s4 : ∑ j ∈ range (M + 1), f (j + 1) * (t * (f j + f (j + 2)))
        = t * (∑ j ∈ range (M + 1), f j * f (j + 1)
          + ∑ j ∈ range (M + 1), f (j + 1) * f (j + 2)) := by
      rw [← Finset.sum_add_distrib, Finset.mul_sum]
      exact Finset.sum_congr rfl fun j _ => by ring
    rw [s3, s4, s1, s2, hb]
    ring
```

## The standing wave as a unit eigenvector

The standing wave meets the boundary conditions, because $\sin 0=\sin k\pi=0$.

```lean
/-- The standing wave vanishes at the fictitious sites `0` and `N + 1`. -/
theorem orbital_boundary (N k : ℕ) : orbital N k 0 = 0 ∧ orbital N k (N + 1) = 0 := by
  refine ⟨by simp [orbital], ?_⟩
  have h : ((N + 1 : ℕ) : ℝ) * k * Real.pi / ((N : ℝ) + 1) = k * Real.pi := by
    have : (N : ℝ) + 1 ≠ 0 := by positivity
    push_cast
    field_simp
  rw [orbital, h, Real.sin_nat_mul_pi, mul_zero]
```

The eigenvalue equation then follows from the sine addition formulas. It holds for every natural number $k$, including values for which the vector is zero, so it does not by itself provide an eigenvector.

```lean
/-- The standing wave solves the eigenvalue equation of the open chain. -/
theorem orbital_eigen (N k : ℕ) (t : ℝ) :
    chainH N t *ᵥ siteVec N (orbital N k) = energy N k t • siteVec N (orbital N k) := by
  funext i
  rw [chainH_mulVec t _ (orbital_boundary N k).1 (orbital_boundary N k).2 i]
  simp only [Pi.smul_apply, smul_eq_mul, energy, siteVec, orbital]
  push_cast
  have a : ((i : ℕ) : ℝ) * k * Real.pi / ((N : ℝ) + 1)
      = (((i : ℕ) : ℝ) + 1) * k * Real.pi / ((N : ℝ) + 1) - k * Real.pi / ((N : ℝ) + 1) := by
    ring
  have b : (((i : ℕ) : ℝ) + 2) * k * Real.pi / ((N : ℝ) + 1)
      = (((i : ℕ) : ℝ) + 1) * k * Real.pi / ((N : ℝ) + 1) + k * Real.pi / ((N : ℝ) + 1) := by
    ring
  rw [a, b, Real.sin_sub, Real.sin_add]
  ring
```

The telescoped identity for the sum of squared sines, still multiplied by $4\sin\theta$, is proved by induction on the number of terms. The induction step is the telescoping identity for a single $j$.

```lean
/-- A closed form for `4 sin θ` times the sum of the squared sines of `θ, 2θ, ..., nθ`. -/
theorem sum_sin_sq (θ : ℝ) (n : ℕ) :
    4 * Real.sin θ * ∑ j ∈ range n, Real.sin (((j : ℝ) + 1) * θ) ^ 2
      = (2 * n + 1) * Real.sin θ - Real.sin ((2 * n + 1) * θ) := by
  induction n with
  | zero => simp
  | succ n ih =>
    rw [Finset.sum_range_succ, mul_add, ih]
    push_cast
    have a : (2 * (n : ℝ) + 1) * θ = 2 * (((n : ℝ) + 1) * θ) - θ := by ring
    have b : (2 * ((n : ℝ) + 1) + 1) * θ = 2 * (((n : ℝ) + 1) * θ) + θ := by ring
    rw [a, b, Real.sin_sub, Real.sin_add, Real.cos_two_mul]
    linear_combination 4 * Real.sin θ * Real.sin_sq_add_cos_sq (((n : ℝ) + 1) * θ)
```

Normalisation is where the bounds on $k$ enter: `hs` derives $\sin\theta>0$ from them, and `hS` cancels this factor to obtain $(N+1)/2$. The squared prefactor $2/(N+1)$ then gives one.

```lean
/-- For `1 ≤ k ≤ N` the standing wave has unit norm. -/
theorem orbital_normalized {N k : ℕ} (hk : 1 ≤ k) (hkN : k ≤ N) :
    siteVec N (orbital N k) ⬝ᵥ siteVec N (orbital N k) = 1 := by
  obtain ⟨θ, hθ⟩ : ∃ θ : ℝ, θ = k * Real.pi / ((N : ℝ) + 1) := ⟨_, rfl⟩
  have hN : (0 : ℝ) < (N : ℝ) + 1 := by positivity
  have hk' : (0 : ℝ) < k := by exact_mod_cast hk
  have hkN' : (k : ℝ) < (N : ℝ) + 1 := by exact_mod_cast Nat.lt_succ_of_le hkN
  have hs : 0 < Real.sin θ := by
    apply Real.sin_pos_of_pos_of_lt_pi
    · rw [hθ]; positivity
    · rw [hθ, div_lt_iff₀ hN]
      nlinarith [Real.pi_pos]
  have h := sum_sin_sq θ N
  have ha : (2 * (N : ℝ) + 1) * θ = k * (2 * Real.pi) - θ := by
    rw [hθ]
    field_simp
    ring
  rw [ha, Real.sin_nat_mul_two_pi_sub] at h
  have hS : ∑ j ∈ range N, Real.sin (((j : ℝ) + 1) * θ) ^ 2 = ((N : ℝ) + 1) / 2 :=
    mul_left_cancel₀ hs.ne' (by linear_combination h / 4)
  have e : siteVec N (orbital N k) ⬝ᵥ siteVec N (orbital N k)
      = 2 / ((N : ℝ) + 1) * ∑ j ∈ range N, Real.sin (((j : ℝ) + 1) * θ) ^ 2 := by
    rw [Finset.mul_sum, ← Fin.sum_univ_eq_sum_range
      (fun j : ℕ => 2 / ((N : ℝ) + 1) * Real.sin (((j : ℝ) + 1) * θ) ^ 2) N]
    simp only [dotProduct]
    refine Finset.sum_congr rfl fun i _ => ?_
    have q : √(2 / ((N : ℝ) + 1)) * √(2 / ((N : ℝ) + 1)) = 2 / ((N : ℝ) + 1) :=
      Real.mul_self_sqrt (by positivity)
    have a : (((i : ℕ) + 1 : ℕ) : ℝ) * k * Real.pi / ((N : ℝ) + 1)
        = (((i : ℕ) : ℝ) + 1) * θ := by
      rw [hθ]
      push_cast
      ring
    simp only [siteVec, orbital]
    rw [a]
    linear_combination Real.sin ((((i : ℕ) : ℝ) + 1) * θ) ^ 2 * q
  rw [e, hS]
  field_simp
```

## The slope of the energy

Evaluating the quadratic form at unit hopping, once through the bonds and once through the eigenvalue, gives $B=\cos\theta$.

```lean
/-- For `1 ≤ k ≤ N` the bond sum of the `k`-th standing wave is `cos (k π / (N + 1))`. -/
theorem bondSum_orbital {N k : ℕ} (hk : 1 ≤ k) (hkN : k ≤ N) :
    bondSum N (orbital N k) = Real.cos ((k : ℝ) * Real.pi / ((N : ℝ) + 1)) := by
  -- evaluate the expectation value at unit hopping in two ways
  have h := expectation_eq_bondSum N 1 _ (orbital_boundary N k).1 (orbital_boundary N k).2
  rw [orbital_eigen, dotProduct_smul, orbital_normalized hk hkN, smul_eq_mul, energy] at h
  linarith
```

The main theorem has three parts, for every real $t$: unit norm, the eigenvalue equation, and the derivative. `HasDerivAt` says that the energy is differentiable at `t` with slope $2B$. The condition $N\ge1$ is implied by $1\le k\le N$. Each $k$ is treated separately; orthogonality of the waves and completeness of the list of levels are not part of the statement.

```lean
/-- For `1 ≤ k ≤ N` the standing wave is a unit eigenvector of the open chain's Hamiltonian, and the
derivative of its energy with respect to the hopping is twice its bond sum. -/
theorem hellmann_feynman_chain {N k : ℕ} (hk : 1 ≤ k) (hkN : k ≤ N) (t : ℝ) :
    siteVec N (orbital N k) ⬝ᵥ siteVec N (orbital N k) = 1 ∧
    chainH N t *ᵥ siteVec N (orbital N k) = energy N k t • siteVec N (orbital N k) ∧
    HasDerivAt (energy N k) (2 * bondSum N (orbital N k)) t := by
  refine ⟨orbital_normalized hk hkN, orbital_eigen N k t, ?_⟩
  rw [bondSum_orbital hk hkN]
  have h := ((hasDerivAt_id t).const_mul 2).mul_const
    (Real.cos ((k : ℝ) * Real.pi / ((N : ℝ) + 1)))
  exact h.congr_deriv (by ring)
```

In Hückel theory $t$ is the resonance integral $\beta$, and for this non-interacting chain with equal bonds the theorem says that the slope of an orbital's energy with respect to $\beta$ is twice the contribution of one electron in that orbital to the sum of the bond orders.

The sign of $B$ follows from that of the cosine: it is positive exactly when $\theta<\pi/2$, that is, when $2k<N+1$. With the usual negative $\beta$, these are the net bonding orbitals, with energies below the on-site level.

```lean
/-- For `1 ≤ k ≤ N` the bond sum of the `k`-th standing wave is positive exactly when `2 k < N + 1`.
-/
theorem bondSum_pos_iff {N k : ℕ} (hk : 1 ≤ k) (hkN : k ≤ N) :
    0 < bondSum N (orbital N k) ↔ 2 * k < N + 1 := by
  rw [bondSum_orbital hk hkN]
  have hN : (0 : ℝ) < (N : ℝ) + 1 := by positivity
  have hp := Real.pi_pos
  constructor
  · intro h
    by_contra hc
    have hc' : (N : ℝ) + 1 ≤ 2 * k := by exact_mod_cast not_lt.1 hc
    have hkN' : (k : ℝ) ≤ N := by exact_mod_cast hkN
    refine absurd h (not_lt.2 (Real.cos_nonpos_of_pi_div_two_le_of_le ?_ ?_))
    · rw [le_div_iff₀ hN]
      nlinarith
    · rw [div_le_iff₀ hN]
      nlinarith
  · intro h
    have h' : 2 * (k : ℝ) < (N : ℝ) + 1 := by exact_mod_cast h
    apply Real.cos_pos_of_mem_Ioo
    constructor
    · have : 0 ≤ (k : ℝ) * Real.pi / ((N : ℝ) + 1) := by positivity
      linarith
    · rw [div_lt_iff₀ hN]
      nlinarith

end

end OpenChainBondDerivative
```

```lean
#print axioms OpenChainBondDerivative.hellmann_feynman_chain
-- 'OpenChainBondDerivative.hellmann_feynman_chain' depends on axioms: [propext, Classical.choice, Quot.sound]
#print axioms OpenChainBondDerivative.bondSum_pos_iff
-- 'OpenChainBondDerivative.bondSum_pos_iff' depends on axioms: [propext, Classical.choice, Quot.sound]
```
